# Every singular 2 × 2 matrix over a field is a product of two idempotent matrices

When I try to build the raising operator of a two-level system from two successive orthogonal projections, I fail every time, and I can't tell whether the operator or the kind of projection is to blame. If oblique projections are allowed, meaning any matrix $P$ with $P^2=P$, I believe that two of them suffice for every $2\times2$ matrix of determinant zero, over any field. Is that right, and does the failure with orthogonal projections have a proof? I would like to see both made rigorous and checked by machine.

## Two dyads with matched inner vectors

Yes to both. Let $K$ be a field and number the two levels $0$ and $1$. For $u,v\in K^2$ write $uv^{T}$ for the dyad, the matrix with entries $u_iv_j$, and $a\cdot b=\sum_k a_kb_k$ for the contraction, without complex conjugation. Dyads multiply by contracting the inner vectors:

$$(ua^{T}\,bv^{T})_{ij}=\sum_k u_ia_kb_kv_j=(a\cdot b)\,u_iv_j .$$

Setting $b=u$ and $v=a$ shows that $ua^{T}$ is idempotent whenever $a\cdot u=1$.

**A singular matrix is a dyad.** Let $A_{00}A_{11}-A_{01}A_{10}=0$.

- If $A_{00}\neq0$, take $u=(A_{00},A_{10})$ and $v=(1,A_{01}/A_{00})$. The only entry that needs the determinant is $u_1v_1=A_{10}A_{01}/A_{00}=A_{11}$.
- If $A_{00}=0$, then $A_{01}A_{10}=0$. For $A_{01}=0$ take $u=(0,1)$, $v=(A_{10},A_{11})$. For $A_{10}=0$ take $u=(A_{01},A_{11})$, $v=(0,1)$.

**The inner vectors.** If $A=0$, then $A=0\cdot0$ is already a product of two idempotents. Otherwise $A=uv^{T}$ with $u$ and $v$ both nonzero, and we look for $a,b$ with

$$a\cdot u=1,\qquad v\cdot b=1,\qquad a\cdot b=1 .$$

First choose $b$ with $v\cdot b=1$ and $D=u_0b_1-u_1b_0\neq0$, so that $b$ is not parallel to $u$:

| case | $b$ | $D$ |
|---|---|---|
| $v_0=0,\ u_0=0$ | $(1,\,1/v_1)$ | $-u_1$ |
| $v_0=0,\ u_0\neq0$ | $(0,\,1/v_1)$ | $u_0/v_1$ |
| $v_0\neq0,\ u_1=0$ | $((1-v_1)/v_0,\,1)$ | $u_0$ |
| $v_0\neq0,\ u_1\neq0$ | $(1/v_0,\,0)$ | $-u_1/v_0$ |

Each $D$ is nonzero because $u$ is. The conditions on $a$ are now two independent linear equations, solved by

$$a=\frac{1}{D}\,(b_1-u_1,\;u_0-b_0).$$

Indeed $D\,(a\cdot u)=b_1u_0-u_1u_0+u_0u_1-b_0u_1=D$, and $D\,(a\cdot b)=b_1b_0-u_1b_0+u_0b_1-b_0b_1=D$.

With $P=ua^{T}$ and $Q=bv^{T}$, both factors are idempotent and $PQ=(a\cdot b)\,uv^{T}=A$.

**Nonsingular products.** If $\det(PQ)\neq0$, both determinants are nonzero. An invertible idempotent is the identity, since $P=P^{-1}P\,P=P^{-1}P=1$, and likewise for $Q$. So $PQ=1$. A $2\times2$ matrix is therefore a product of two idempotents exactly when it is singular or the identity.

## The raising operator defeats orthogonal projectors

Let $P$ and $Q$ be Hermitian idempotents of any finite size over $\mathbb C$, with $(PQ)^2=0$. The matrix $X=PQP$ is Hermitian, and

$$XX^\dagger=PQP\,PQP=(PQ)^2P=0 .$$

The diagonal entries of $XX^\dagger$ are $\sum_j|X_{ij}|^2$, so $X=0$. But $(PQ)(PQ)^\dagger=PQQP=PQP=0$ as well, and the same observation gives $PQ=0$.

With level $0$ as the upper one, the raising operator $\sigma_+$ is nonzero and squares to zero. It is therefore not a product of two orthogonal projectors. One oblique factor repairs this:

$$\sigma_+=\begin{pmatrix}0&1\\0&0\end{pmatrix}=\begin{pmatrix}1&1\\0&0\end{pmatrix}\begin{pmatrix}0&0\\0&1\end{pmatrix}.$$

The right factor acts first and keeps the lower amplitude. The left one sends $(x_0,x_1)$ to $(x_0+x_1,0)$, projecting onto the upper level along the direction $(1,-1)$.

Here is the complete Lean file.

```lean
import Mathlib

open Matrix
open scoped ComplexOrder

namespace TwoProjectorFactorization

/-- The matrix built from a column vector `u` and a row vector `v`, with entries `u i * v j`. -/
def dyad {n K : Type*} [Field K] (u v : n → K) : Matrix n n K :=
  Matrix.of fun i j => u i * v j

/-- Two successive dyads give the outer dyad, weighted by the contraction of the
two inner vectors. -/
theorem dyad_mul {n K : Type*} [Fintype n] [Field K] (u a b v : n → K) :
    dyad u a * dyad b v = (a ⬝ᵥ b) • dyad u v := by
  ext i j
  simp only [dyad, Matrix.mul_apply, Matrix.of_apply, Matrix.smul_apply, smul_eq_mul,
    dotProduct, Finset.sum_mul]
  exact Finset.sum_congr rfl (fun k _ => by ring)

/-- A dyad whose row vector gives one on its column vector is a projector. -/
theorem dyad_idempotent {n K : Type*} [Fintype n] [Field K] {u a : n → K}
    (h : a ⬝ᵥ u = 1) : IsIdempotentElem (dyad u a) := by
  change dyad u a * dyad u a = dyad u a
  rw [dyad_mul, h, one_smul]

/-- Every singular operation on a two-level system is a dyad. -/
theorem exists_dyad_of_det_eq_zero {K : Type*} [Field K] (A : Matrix (Fin 2) (Fin 2) K)
    (h : A.det = 0) : ∃ u v : Fin 2 → K, A = dyad u v := by
  rw [Matrix.det_fin_two] at h
  by_cases hp : A 0 0 = 0
  · have hqr : A 0 1 * A 1 0 = 0 := by
      rw [hp] at h
      linear_combination -h
    rcases mul_eq_zero.1 hqr with hq | hr
    · refine ⟨![0, 1], ![A 1 0, A 1 1], ?_⟩
      ext i j
      fin_cases i <;> fin_cases j <;> simp [dyad, hp, hq]
    · refine ⟨![A 0 1, A 1 1], ![0, 1], ?_⟩
      ext i j
      fin_cases i <;> fin_cases j <;> simp [dyad, hp, hr]
  · -- the second column is a multiple of the first
    have e1 : A 0 1 = A 0 0 * (A 0 1 / A 0 0) := by field_simp
    have e2 : A 1 1 = A 1 0 * (A 0 1 / A 0 0) := by
      rw [← mul_div_assoc, eq_div_iff hp]
      linear_combination h
    refine ⟨![A 0 0, A 1 0], ![1, A 0 1 / A 0 0], ?_⟩
    ext i j
    fin_cases i <;> fin_cases j
    · exact (mul_one (A 0 0)).symm
    · exact e1
    · exact (mul_one (A 1 0)).symm
    · exact e2

/-- For nonzero `u` and `v` in two dimensions there are vectors `a` and `b` whose
contractions `a·u`, `v·b` and `a·b` all equal one. -/
theorem exists_intermediate_vectors {K : Type*} [Field K] {u v : Fin 2 → K}
    (hu : u ≠ 0) (hv : v ≠ 0) :
    ∃ a b : Fin 2 → K, a ⬝ᵥ u = 1 ∧ v ⬝ᵥ b = 1 ∧ a ⬝ᵥ b = 1 := by
  -- first choose `b` normalized against `v` and not parallel to `u`
  have key : ∃ b : Fin 2 → K,
      v 0 * b 0 + v 1 * b 1 = 1 ∧ u 0 * b 1 - u 1 * b 0 ≠ 0 := by
    by_cases hz : v 0 = 0
    · have hw : v 1 ≠ 0 := fun h => hv (funext (Fin.forall_fin_two.2 ⟨hz, h⟩))
      by_cases hx : u 0 = 0
      · have hy : u 1 ≠ 0 := fun h => hu (funext (Fin.forall_fin_two.2 ⟨hx, h⟩))
        refine ⟨![1, (v 1)⁻¹], ?_, ?_⟩ <;> simp [hz, hw, hx, hy]
      · refine ⟨![0, (v 1)⁻¹], ?_, ?_⟩ <;> simp [hw, hx]
    · by_cases hy : u 1 = 0
      · have hx : u 0 ≠ 0 := fun h => hu (funext (Fin.forall_fin_two.2 ⟨h, hy⟩))
        refine ⟨![(1 - v 1) / v 0, 1], ?_, ?_⟩
        · have e : v 0 * ((1 - v 1) / v 0) = 1 - v 1 := by field_simp
          change v 0 * ((1 - v 1) / v 0) + v 1 * 1 = 1
          rw [e]
          ring
        · simp [hx, hy]
      · refine ⟨![(v 0)⁻¹, 0], ?_, ?_⟩ <;> simp [hz, hy]
  obtain ⟨b, hb, hD⟩ := key
  -- then `a` solves two independent linear equations
  refine ⟨![(b 1 - u 1) / (u 0 * b 1 - u 1 * b 0),
    (u 0 - b 0) / (u 0 * b 1 - u 1 * b 0)], b, ?_, ?_, ?_⟩
  · rw [dotProduct, Fin.sum_univ_two]
    change (b 1 - u 1) / (u 0 * b 1 - u 1 * b 0) * u 0
      + (u 0 - b 0) / (u 0 * b 1 - u 1 * b 0) * u 1 = 1
    rw [div_mul_eq_mul_div, div_mul_eq_mul_div, ← add_div, div_eq_one_iff_eq hD]
    ring
  · rw [dotProduct, Fin.sum_univ_two]
    exact hb
  · rw [dotProduct, Fin.sum_univ_two]
    change (b 1 - u 1) / (u 0 * b 1 - u 1 * b 0) * b 0
      + (u 0 - b 0) / (u 0 * b 1 - u 1 * b 0) * b 1 = 1
    rw [div_mul_eq_mul_div, div_mul_eq_mul_div, ← add_div, div_eq_one_iff_eq hD]
    ring

/-- Every singular linear operation on a two-level system, over any field, is the
product of two projectors, which may be oblique. -/
theorem singular_eq_mul_projectors {K : Type*} [Field K] (A : Matrix (Fin 2) (Fin 2) K)
    (h : A.det = 0) :
    ∃ P Q : Matrix (Fin 2) (Fin 2) K,
      IsIdempotentElem P ∧ IsIdempotentElem Q ∧ A = P * Q := by
  by_cases hA : A = 0
  · exact ⟨0, 0, mul_zero 0, mul_zero 0, by rw [hA, mul_zero]⟩
  · obtain ⟨u, v, rfl⟩ := exists_dyad_of_det_eq_zero A h
    have hu : u ≠ 0 := by
      rintro rfl
      exact hA (by ext i j; simp [dyad])
    have hv : v ≠ 0 := by
      rintro rfl
      exact hA (by ext i j; simp [dyad])
    obtain ⟨a, b, hau, hvb, hab⟩ := exists_intermediate_vectors hu hv
    exact ⟨dyad u a, dyad b v, dyad_idempotent hau, dyad_idempotent hvb,
      by rw [dyad_mul, hab, one_smul]⟩

/-- A projector with nonzero determinant is the identity. -/
theorem projector_eq_one_of_det_ne_zero {n K : Type*} [Fintype n] [DecidableEq n] [Field K]
    {P : Matrix n n K} (hP : IsIdempotentElem P) (hd : P.det ≠ 0) : P = 1 := by
  have hi : P⁻¹ * P = 1 := Matrix.nonsing_inv_mul P (isUnit_iff_ne_zero.2 hd)
  have hPP : P * P = P := hP
  calc P = (P⁻¹ * P) * P := by rw [hi, one_mul]
    _ = P⁻¹ * (P * P) := mul_assoc _ _ _
    _ = 1 := by rw [hPP, hi]

/-- An operation on a two-level system is a product of two projectors exactly when it
is singular or the identity. -/
theorem eq_mul_projectors_iff {K : Type*} [Field K] (A : Matrix (Fin 2) (Fin 2) K) :
    (∃ P Q : Matrix (Fin 2) (Fin 2) K,
      IsIdempotentElem P ∧ IsIdempotentElem Q ∧ A = P * Q) ↔ A.det = 0 ∨ A = 1 := by
  constructor
  · rintro ⟨P, Q, hP, hQ, rfl⟩
    by_cases hd : (P * Q).det = 0
    · exact Or.inl hd
    · -- both factors are invertible, hence trivial
      right
      rw [Matrix.det_mul] at hd
      rw [projector_eq_one_of_det_ne_zero hP (left_ne_zero_of_mul hd),
        projector_eq_one_of_det_ne_zero hQ (right_ne_zero_of_mul hd), one_mul]
  · rintro (h | rfl)
    · exact singular_eq_mul_projectors A h
    · exact ⟨1, 1, one_mul 1, one_mul 1, (one_mul 1).symm⟩

/-- In any finite dimension, if the product of two orthogonal projectors squares to
zero, then the product itself is zero. -/
theorem orthogonal_mul_eq_zero_of_sq {n : Type*} [Fintype n] {P Q : Matrix n n ℂ}
    (hP : P.IsHermitian) (hQ : Q.IsHermitian) (hPP : IsIdempotentElem P)
    (hQQ : IsIdempotentElem Q) (h : (P * Q) * (P * Q) = 0) : P * Q = 0 := by
  have hP2 : P * P = P := hPP
  have hQ2 : Q * Q = Q := hQQ
  -- the positive operator `P Q P` is Hermitian and squares to zero
  have hM : (P * Q) * (P * Q)ᴴ = P * Q * P := by
    rw [Matrix.conjTranspose_mul, hP.eq, hQ.eq, ← Matrix.mul_assoc,
      Matrix.mul_assoc P Q Q, hQ2]
  have hMH : (P * Q * P)ᴴ = P * Q * P := by
    rw [Matrix.conjTranspose_mul, Matrix.conjTranspose_mul, hP.eq, hQ.eq, Matrix.mul_assoc]
  have hMM : (P * Q * P) * (P * Q * P)ᴴ = 0 := by
    rw [hMH]
    calc (P * Q * P) * (P * Q * P) = P * Q * (P * P) * Q * P := by
          simp only [Matrix.mul_assoc]
      _ = (P * Q) * (P * Q) * P := by rw [hP2]; simp only [Matrix.mul_assoc]
      _ = 0 := by rw [h, Matrix.zero_mul]
  have hM0 : P * Q * P = 0 := Matrix.self_mul_conjTranspose_eq_zero.1 hMM
  exact Matrix.self_mul_conjTranspose_eq_zero.1 (hM.trans hM0)

/-- The raising operator of a two-level system is the product of the two displayed
projectors, but it is not a product of two orthogonal projectors. -/
theorem raising_operator_needs_oblique :
    (IsIdempotentElem (!![1, 1; 0, 0] : Matrix (Fin 2) (Fin 2) ℂ) ∧
      IsIdempotentElem (!![0, 0; 0, 1] : Matrix (Fin 2) (Fin 2) ℂ) ∧
      (!![0, 1; 0, 0] : Matrix (Fin 2) (Fin 2) ℂ) = !![1, 1; 0, 0] * !![0, 0; 0, 1]) ∧
    ¬ ∃ P Q : Matrix (Fin 2) (Fin 2) ℂ, P.IsHermitian ∧ Q.IsHermitian ∧
      IsIdempotentElem P ∧ IsIdempotentElem Q ∧ !![0, 1; 0, 0] = P * Q := by
  constructor
  · refine ⟨?_, ?_, ?_⟩ <;> (try unfold IsIdempotentElem) <;> ext i j <;>
      fin_cases i <;> fin_cases j <;> simp [Matrix.mul_apply, Fin.sum_univ_succ]
  · rintro ⟨P, Q, hP, hQ, hPP, hQQ, h⟩
    have hsq : (P * Q) * (P * Q) = 0 := by
      rw [← h]
      ext i j
      fin_cases i <;> fin_cases j <;> simp [Matrix.mul_apply, Fin.sum_univ_succ]
    have h0 := orthogonal_mul_eq_zero_of_sq hP hQ hPP hQQ hsq
    rw [← h] at h0
    have h01 := congrFun (congrFun h0 0) 1
    simp at h01

end TwoProjectorFactorization
```

```lean
#print axioms TwoProjectorFactorization.singular_eq_mul_projectors
#print axioms TwoProjectorFactorization.eq_mul_projectors_iff
#print axioms TwoProjectorFactorization.raising_operator_needs_oblique
```

```
'TwoProjectorFactorization.singular_eq_mul_projectors' depends on axioms: [propext, Classical.choice, Quot.sound]
'TwoProjectorFactorization.eq_mul_projectors_iff' depends on axioms: [propext, Classical.choice, Quot.sound]
'TwoProjectorFactorization.raising_operator_needs_oblique' depends on axioms: [propext, Classical.choice, Quot.sound]
```

## What the theorems say about two-level operations

An operation is a `Matrix (Fin 2) (Fin 2) K`, acting on column vectors of amplitudes, so in `P * Q` the factor `Q` acts first. `Fin 2` supplies the indices 0 and 1. The assumption `[Field K]` admits the real and complex numbers as well as finite fields.

A projector is a matrix satisfying `IsIdempotentElem P`, which means `P * P = P`. This includes zero and the identity, and it requires no inner product. Orthogonality is the additional hypothesis `P.IsHermitian`, used only over `ℂ`; this identification takes the basis to be orthonormal, since in a nonorthogonal basis the matrix of an orthogonal projector need not be Hermitian. The product `⬝ᵥ` is the plain contraction, so for a complex operation $|\phi\rangle\langle\chi|$ the vector `v` holds the already conjugated components of the bra.

- `singular_eq_mul_projectors` states that `A.det = 0` implies the existence of idempotent `P` and `Q` with `A = P * Q`.
- `eq_mul_projectors_iff` is the sharp form: such a factorization exists if and only if `A.det = 0 ∨ A = 1`.
- `orthogonal_mul_eq_zero_of_sq` is the statement about Hermitian projectors, for every finite index type `n`.
- `raising_operator_needs_oblique` joins the displayed factorization of $\sigma_+$ to the nonexistence of one with two Hermitian factors.

The two factorization theorems concern size two only, and they do not say that the factors are unique.

For quantum mechanics, the result describes which linear maps on the amplitudes of a single two-level system two idempotents can compose. It is an algebraic statement and not a measurement protocol: an orthogonal projector can represent an outcome of an ideal measurement, whereas an idempotent that is not Hermitian lengthens some vectors and cannot by itself represent an outcome. In electronic structure, oblique projectors arise when a space spanned by nonorthogonal orbitals is split into parts that are not orthogonal to each other.

## How the Lean proof follows the algebra

`dyad_mul` is the contraction rule. After `ext i j` the goal is an equality of entries; `simp only` writes both sides as sums over the inner index, and `ring` matches them term by term. `dyad_idempotent` applies this rule with the contraction equal to one.

`exists_dyad_of_det_eq_zero` expands the determinant with `Matrix.det_fin_two` and splits on whether `A 0 0` vanishes. If it does, `mul_eq_zero` yields the two subcases, and `fin_cases` checks the four entries in each. If it does not, `e2` is the entry that uses the determinant: `eq_div_iff` clears the denominator, and `linear_combination h` recognizes what remains as the hypothesis.

`exists_intermediate_vectors` first proves `key`, which is the table for $b$; its branches appear in the same order as the rows. The vector `a` is then given by the formula above. For $a\cdot u$ and $a\cdot b$, the rewrites collect the terms over the common denominator $D$, `div_eq_one_iff_eq hD` turns the claim into "numerator equals $D$", and `ring` confirms it.

`singular_eq_mul_projectors` treats `A = 0` separately. Otherwise it obtains `u` and `v` and shows that both are nonzero, because a zero vector would make the dyad vanish. It then assembles `dyad u a` and `dyad b v`.

`projector_eq_one_of_det_ne_zero` is the cancellation $P=P^{-1}PP=1$, valid for any finite size. In `eq_mul_projectors_iff`, `Matrix.det_mul` splits the nonzero determinant so that this lemma applies to each factor. The reverse direction uses the previous theorem, or $1=1\cdot1$.

In `orthogonal_mul_eq_zero_of_sq`, `hM` is the identity $(PQ)(PQ)^\dagger=PQP$, `hMH` says that $PQP$ is Hermitian, and `hMM` is the computation $XX^\dagger=0$. Mathlib's `Matrix.self_mul_conjTranspose_eq_zero`, which says that $XX^\dagger=0$ forces $X=0$, is used twice, first for $PQP$ and then for $PQ$. The final theorem checks the explicit matrices entry by entry. For the negative part it concludes that $\sigma_+$ would be zero, which its entry in row 0, column 1 contradicts.

## A basis-free version, and rank one in more dimensions

The operations could also have been modelled as linear maps on an abstract two-dimensional vector space. A projector would then be described by its range and a complementary kernel, and `v` would be a linear functional instead of a second coordinate vector. The statement would no longer refer to a basis, and the geometry of oblique projection would be more visible. The explicit case table would require choosing a basis first, and orthogonality would still need an inner product.

The same argument also handles rank-one operations $uv^{T}$ on $K^n$ for every $n\ge2$, of which the file covers only $n=2$. The vectors $b$ with $v\cdot b=1$ number at least two, and at most one of them is a multiple of $u$, so $b$ can be chosen independent of $u$. Some $a$ then satisfies $a\cdot u=a\cdot b=1$, and $uv^{T}=(ua^{T})(bv^{T})$ is again a product of two projectors.
